# Symmetry blocking of Hamiltonian and overlap matrices when the overlap is positive definite

## Basis, matrix elements and invariance

Let \(\chi_\mu\) be a finite set of basis functions, not necessarily orthogonal or normalised. A column \(c\) of complex coefficients stands for \(\psi_c=\sum_\mu c_\mu\chi_\mu\). With the Hamiltonian operator \(\hat H\), the overlap and Hamiltonian matrices are \(S_{\mu\nu}=\langle\chi_\mu|\chi_\nu\rangle\) and \(H_{\mu\nu}=\langle\chi_\mu|\hat H|\chi_\nu\rangle\). The dagger denotes the conjugate transpose, so that \(c^\dagger S d=\langle\psi_c|\psi_d\rangle\) and \(c^\dagger H d=\langle\psi_c|\hat H|\psi_d\rangle\), antilinear in the left vector and linear in the right. The overlap is taken to be positive definite, that is Hermitian with \(c^\dagger S c>0\) for \(c\neq0\), which expresses linear independence of the basis.

A linear operation \(\hat R\) that maps the span of the basis into itself has a matrix \(U\) defined by \(\hat R\chi_\nu=\sum_\mu\chi_\mu U_{\mu\nu}\), and it sends the coefficients \(c\) to \(Uc\). We say that \(U\) preserves a matrix \(A\) if \(U^\dagger A U=A\). Preserving \(S\) means that \(\hat R\) keeps all overlaps; preserving \(H\) means that it keeps all matrix elements of the energy. Both hold for a unitary \(\hat R\) that commutes with \(\hat H\), such as a point-group operation of a molecule whose basis is closed under it. The condition \(U^\dagger S U=S\) takes the place of \(U^\dagger U=1\), to which it reduces in an orthonormal basis.

## The claim and its derivation

Let \(S\) be positive definite and let \(U\) preserve \(S\) and \(H\). Then every eigenvalue of \(U\) has modulus one, and if \(Uc=ac\) and \(Ud=bd\) with complex numbers \(a\neq b\), then \(c^\dagger Hd=0\) and \(c^\dagger Sd=0\).

For any preserved \(A\) and any vectors \(c,d\),
\[ (Uc)^\dagger A\,(Ud)=c^\dagger U^\dagger A U d=c^\dagger A d. \]
Inserting \(Uc=ac\) and \(Ud=bd\) on the left gives the selection rule
\[ \bar a\,b\;c^\dagger A d=c^\dagger A d. \tag{1} \]
Take \(A=S\), \(d=c\neq0\) and \(b=a\). Since \(c^\dagger Sc>0\) can be cancelled, \(\bar a a=1\), so \(|a|=1\). Now return to general \(A\) and \(d\). If \(c=0\) the matrix element vanishes at once. Otherwise multiply (1) by \(a\) and use \(\bar a a=1\):
\[ b\;c^\dagger A d=a\;c^\dagger A d,\qquad\text{so}\qquad (a-b)\,c^\dagger A d=0. \]
With \(a\neq b\) the element vanishes, for \(A=H\) and for \(A=S\).

Three consequences follow. If a matrix \(C\) has columns \(C_l\) with \(UC_l=u_lC_l\), then \((C^\dagger AC)_{ij}=C_i^\dagger AC_j=0\) whenever \(u_i\neq u_j\). Next, \(\det U^\dagger\,\det S\,\det U=\det S\neq0\) forces \(\det U\neq0\), so invertibility of \(U\) need not be assumed. Finally, if \(Hc=\varepsilon Sc\) for a number \(\varepsilon\), then
\[ U^\dagger\,(HUc-\varepsilon SUc)=Hc-\varepsilon Sc=0, \]
and invertibility of \(U^\dagger\) gives \(H(Uc)=\varepsilon S(Uc)\).

In a finite-basis electronic-structure calculation with one such linear symmetry, combinations of basis functions with different eigenvalues of \(U\) are coupled by neither \(H\) nor \(S\), so in a basis of such combinations the secular equation separates into blocks.

## Two equivalent centres in numbers

Take two functions \(\chi_0,\chi_1\) exchanged by the symmetry, with
\[ U=\begin{pmatrix}0&1\\1&0\end{pmatrix},\quad S=\begin{pmatrix}2&1\\1&2\end{pmatrix},\quad H=\begin{pmatrix}-4&-3\\-3&-4\end{pmatrix}. \]
The vectors \(c=(1,1)\) and \(d=(1,-1)\) have eigenvalues \(1\) and \(-1\). One finds \(Sd=(1,-1)\) and \(Hd=(-1,1)\), hence \(c^\dagger Sd=0\) and \(c^\dagger Hd=0\). The diagonal elements are \(c^\dagger Sc=6\), \(d^\dagger Sd=2\), \(c^\dagger Hc=-14\) and \(d^\dagger Hd=-2\). The normalised vectors are \(c/\sqrt6\) and \(d/\sqrt2\), and the two one-dimensional blocks give energies \(-14/6=-7/3\) and \(-2/2=-1\). The basis functions have squared norm \(2\); dividing them by \(\sqrt2\) halves both matrices, gives the overlap \(1/2\) between normalised functions, and leaves the energies unchanged. The diagonal elements and energies are plain arithmetic that appears in none of the theorems below.

## Matrix elements and invariance in Lean

The basis is indexed by a finite type `n` of any size; for an empty basis there is no nonzero vector, and for a single function the claim reduces to \(|U_{00}|=1\). Opening `ComplexOrder` gives the complex numbers the partial order in which \(0<z\) means that \(z\) is real and positive, which is how \(c^\dagger Sc>0\) is written for a complex-valued expression.

```lean
import Mathlib

open Matrix ComplexConjugate
open scoped ComplexOrder

namespace SymmetryBlocking

variable {n : Type*} [Fintype n]
```

In `form A c d`, `star c` conjugates the entries of `c`, `*ᵥ` applies a matrix to a vector and `⬝ᵥ` is the bilinear dot product, so the whole is \(c^\dagger Ad\).

```lean
/-- The matrix element `cᴴ A d` of `A` between the coefficient vectors `c` and `d`. -/
def form (A : Matrix n n ℂ) (c d : n → ℂ) : ℂ := star c ⬝ᵥ A *ᵥ d
```

Invariance is a property of matrices, with `ᴴ` for the dagger. The functions \(\chi_\mu\) and the operators \(\hat H,\hat R\) do not appear, so invariance is assumed and not derived from a geometry.

```lean
/-- The operation `U` on coefficient vectors leaves the matrix `A` invariant: `Uᴴ A U = A`. -/
def Preserves (U A : Matrix n n ℂ) : Prop := Uᴴ * A * U = A
```

## The selection rule and the modulus of the eigenvalues

The lemma `form_mulVec` is the first displayed equation. The rewrite `star_mulVec` is \((Uc)^\dagger=c^\dagger U^\dagger\), the next rewrites gather the three matrices into `Uᴴ * A * U`, and the hypothesis replaces that product by `A`.

```lean
/-- If `U` leaves `A` invariant, matrix elements of `A` are unchanged when both vectors are
transformed by `U`. -/
theorem form_mulVec {U A : Matrix n n ℂ} (h : Preserves U A) (c d : n → ℂ) :
    form A (U *ᵥ c) (U *ᵥ d) = form A c d := by
  have h' : Uᴴ * A * U = A := h
  unfold form
  rw [star_mulVec, ← dotProduct_mulVec]
  simp only [mulVec_mulVec, ← Matrix.mul_assoc]
  rw [h']
```

Equation (1) is `selection_rule`. The eigenvector equations are substituted, and `h2` pulls out the scalars, `conj a` from the left slot and `b` from the right. Nothing is required of `A` beyond invariance, and the vectors may be zero.

```lean
/-- If `U` leaves `A` invariant, `U c = a c` and `U d = b d`, then
`conj a * b * cᴴ A d = cᴴ A d`. -/
theorem selection_rule {U A : Matrix n n ℂ} (h : Preserves U A) {c d : n → ℂ} {a b : ℂ}
    (hc : U *ᵥ c = a • c) (hd : U *ᵥ d = b • d) :
    conj a * b * form A c d = form A c d := by
  have h1 := form_mulVec h c d
  rw [hc, hd] at h1
  -- the form is antilinear on the left and linear on the right
  have h2 : form A (a • c) (b • d) = conj a * b * form A c d := by
    simp only [form, star_smul, mulVec_smul, smul_dotProduct, dotProduct_smul, smul_eq_mul,
      Complex.star_def]
    ring
  rw [← h2, h1]
```

In `norm_eigenvalue`, `S.PosDef` is Mathlib's positive definiteness, which includes Hermiticity, and `‖a‖` is the modulus. The step `hpos` is \(c^\dagger Sc>0\), and `mul_right_cancel₀` cancels this nonzero factor to give `conj a * a = 1`. Taking moduli gives \(|a|\,|a|=1\), so \(|a|=\pm1\), and non-negativity excludes the minus sign.

```lean
/-- Every eigenvalue of an operation that leaves a positive definite overlap matrix invariant
has modulus one. -/
theorem norm_eigenvalue {U S : Matrix n n ℂ} (hS : S.PosDef) (hUS : Preserves U S)
    {c : n → ℂ} {a : ℂ} (hc0 : c ≠ 0) (hc : U *ᵥ c = a • c) : ‖a‖ = 1 := by
  -- the squared norm `cᴴ S c` is positive and can be cancelled
  have hpos : 0 < form S c c := hS.dotProduct_mulVec_pos hc0
  have h1 : conj a * a = 1 :=
    mul_right_cancel₀ hpos.ne' (by rw [selection_rule hUS hc hc, one_mul])
  have h2 := congrArg norm h1
  rw [norm_mul, RCLike.norm_conj, norm_one] at h2
  rcases mul_self_eq_one_iff.mp h2 with h | h
  · exact h
  · linarith [norm_nonneg a]
```

## The blocking theorem

Read in words, `symmetry_blocking` takes complex square matrices `U`, `H`, `S` with `S` positive definite and both `H` and `S` preserved by `U`. Its first part says that any `a` with a nonzero `c` satisfying `U *ᵥ c = a • c` has modulus one. Its second part says that vectors `c`, `d` obeying the eigenvector equations with `a ≠ b` have vanishing elements of `H` and `S`. Neither Hermiticity of `H` nor invertibility of `U` is a hypothesis. The operation is a single complex-linear map, so antiunitary symmetries such as time reversal are not covered, and the labels are eigenvalues of one operation, not irreducible representations of a group. The auxiliary statement `key` treats any preserved `A` and splits on `c = 0` as in the derivation.

```lean
/-- Symmetry blocking. If `U` leaves `H` and the positive definite overlap `S` invariant, every
eigenvalue of `U` has modulus one, and vectors with `U c = a c`, `U d = b d`, `a ≠ b` satisfy
`cᴴ H d = 0` and `cᴴ S d = 0`. -/
theorem symmetry_blocking {U H S : Matrix n n ℂ} (hS : S.PosDef) (hUH : Preserves U H)
    (hUS : Preserves U S) :
    (∀ (a : ℂ) (c : n → ℂ), c ≠ 0 → U *ᵥ c = a • c → ‖a‖ = 1) ∧
    ∀ (a b : ℂ) (c d : n → ℂ), U *ᵥ c = a • c → U *ᵥ d = b • d → a ≠ b →
      form H c d = 0 ∧ form S c d = 0 := by
  refine ⟨fun a c hc0 hc => norm_eigenvalue hS hUS hc0 hc, fun a b c d hc hd hab => ?_⟩
  have key : ∀ A : Matrix n n ℂ, Preserves U A → form A c d = 0 := by
    intro A hA
    by_cases hc0 : c = 0
    · simp [form, hc0]
    have h1 : conj a * a = 1 := by
      rw [mul_comm, Complex.mul_conj, Complex.normSq_eq_norm_sq,
        norm_eigenvalue hS hUS hc0 hc]
      simp
    have h2 := selection_rule hA hc hd
    -- multiply the selection rule by `a` and use `conj a * a = 1`
    have h3 : (a - b) * form A c d = 0 := by
      linear_combination (-a) * h2 + b * form A c d * h1
    exact (mul_eq_zero.mp h3).resolve_left (sub_ne_zero.mpr hab)
  exact ⟨key H hUH, key S hUS⟩
```

The decisive step is `linear_combination`. Given equations and coefficients, it forms the weighted sum of the equations, subtracts it from the goal, and asks the ring normaliser to confirm that the difference is identically zero. Write \(F=c^\dagger Ad\). The inputs are `h2`, \(\bar abF=F\), with weight \(-a\), and `h1`, \(\bar aa=1\), with weight \(bF\). The identity checked is
\[ (a-b)F=-a\,(\bar abF-F)+bF\,(\bar aa-1), \]
in which the terms \(a\bar abF\) cancel. The normaliser treats `conj a` and `form A c d` as independent unknowns, so the link between \(a\) and \(\bar a\) enters through `h1` alone. This is where positive definiteness of `S` reaches the matrix element of `H`.

## Block structure, invertibility and the secular equation

The theorem `block_diagonal` keeps the hypotheses of `symmetry_blocking`: `S` is positive definite, and `U` preserves `H` and `S`. The columns of `C` are indexed by a second finite type `m`, and `U * C = C * diagonal u` says that column `l` satisfies the eigenvector equation with label `u l`. The step `hcol` extracts this column by column, and `hent` identifies an entry of `Cᴴ * A * C` with `form` between two columns. The matrix `C` is given: it may be rectangular, and the theorem states neither that symmetry-adapted columns exist nor that they span the space.

```lean
/-- If the columns of `C` are symmetry adapted, `U C = C diag(u)`, then `Cᴴ H C` and `Cᴴ S C`
vanish between columns `i`, `j` with `u i ≠ u j`. -/
theorem block_diagonal {m : Type*} [Fintype m] [DecidableEq m] {U H S : Matrix n n ℂ}
    (hS : S.PosDef) (hUH : Preserves U H) (hUS : Preserves U S)
    {C : Matrix n m ℂ} {u : m → ℂ} (hC : U * C = C * diagonal u) {i j : m} (hij : u i ≠ u j) :
    (Cᴴ * H * C) i j = 0 ∧ (Cᴴ * S * C) i j = 0 := by
  have hcol : ∀ l, U *ᵥ (fun k => C k l) = u l • fun k => C k l := by
    intro l
    ext k
    show (U * C) k l = u l * C k l
    rw [hC, mul_diagonal, mul_comm]
  have hent : ∀ A : Matrix n n ℂ,
      (Cᴴ * A * C) i j = form A (fun k => C k i) (fun k => C k j) := by
    intro A
    rw [Matrix.mul_assoc]
    rfl
  rw [hent, hent]
  exact (symmetry_blocking hS hUH hUS).2 _ _ _ _ (hcol i) (hcol j) hij
```

For a square matrix `IsUnit U` means invertible. The proof assumes \(\det U=0\), takes determinants of the invariance of `S`, and obtains \(\det S=0\), contradicting `hS.isUnit`.

```lean
/-- An operation that leaves a positive definite overlap matrix invariant is invertible. -/
theorem isUnit_of_preserves [DecidableEq n] {U S : Matrix n n ℂ} (hS : S.PosDef)
    (hUS : Preserves U S) : IsUnit U := by
  have h' : Uᴴ * S * U = S := hUS
  rw [isUnit_iff_isUnit_det, isUnit_iff_ne_zero]
  intro h0
  have hdet := congrArg det h'
  rw [det_mul, h0, mul_zero] at hdet
  exact ((isUnit_iff_isUnit_det S).mp hS.isUnit).ne_zero hdet.symm
```

The theorem `secular_mulVec` uses that an invertible `Uᴴ` acts injectively on vectors, so it suffices to compare both sides after applying it. The statement allows any complex `ε` and does not itself require or conclude that the vectors are nonzero.

```lean
/-- If `U` leaves `H` and the positive definite `S` invariant and `H c = ε S c`, then `U c`
solves the same equation with the same `ε`. -/
theorem secular_mulVec {U H S : Matrix n n ℂ} (hS : S.PosDef) (hUH : Preserves U H)
    (hUS : Preserves U S) {c : n → ℂ} {ε : ℂ} (hc : H *ᵥ c = ε • S *ᵥ c) :
    H *ᵥ (U *ᵥ c) = ε • S *ᵥ (U *ᵥ c) := by
  classical
  have hH' : Uᴴ * H * U = H := hUH
  have hS' : Uᴴ * S * U = S := hUS
  have hu : IsUnit Uᴴ := (isUnit_of_preserves hS hUS).star
  -- both sides agree after applying the invertible `Uᴴ`
  apply mulVec_injective_iff_isUnit.mpr hu
  simp only [mulVec_smul, mulVec_mulVec, ← Matrix.mul_assoc]
  rw [hH', hS']
  exact hc
```

## A model that meets the hypotheses and an indefinite matrix in place of the overlap

The matrix `swap` exchanges the functions with indices \(0\) and \(1\).

```lean
/-- The exchange of two basis functions. -/
def swap : Matrix (Fin 2) (Fin 2) ℂ := !![0, 1; 1, 0]
```

The theorem `two_centre_witness` verifies the hypotheses for the two-centre model with arbitrary complex `α` on the diagonal of \(H\) and `β` off it, both real when \(H\) is Hermitian; the numbers above are \(\alpha=-4\), \(\beta=-3\). Positive definiteness comes from writing \(S=1+B^\dagger B\), where \(B\) has rows \((1,1)\) and \((0,0)\), a positive definite plus a positive semidefinite matrix. The remaining parts are entrywise computation.

```lean
/-- Two equivalent centres: the overlap `[[2, 1], [1, 2]]` is positive definite, the exchange
leaves it and `[[α, β], [β, α]]` invariant, and `(1, 1)`, `(1, -1)` have exchange eigenvalues
`1` and `-1`. -/
theorem two_centre_witness (α β : ℂ) :
    (!![2, 1; 1, 2] : Matrix (Fin 2) (Fin 2) ℂ).PosDef ∧
    Preserves swap !![α, β; β, α] ∧ Preserves swap !![2, 1; 1, 2] ∧
    swap *ᵥ ![1, 1] = (1 : ℂ) • ![1, 1] ∧ swap *ᵥ ![1, -1] = (-1 : ℂ) • ![1, -1] := by
  have hs : swapᴴ = swap := by
    ext i j
    fin_cases i <;> fin_cases j <;> simp [swap]
  have hp : ∀ x y : ℂ, Preserves swap !![x, y; y, x] := by
    intro x y
    unfold Preserves
    rw [hs]
    ext i j
    fin_cases i <;> fin_cases j <;> simp [swap, Matrix.mul_apply, Fin.sum_univ_succ]
  refine ⟨?_, hp α β, hp 2 1, ?_, ?_⟩
  · -- the overlap is `1 + Bᴴ B`
    have hB : (!![2, 1; 1, 2] : Matrix (Fin 2) (Fin 2) ℂ)
        = 1 + (!![1, 1; 0, 0] : Matrix (Fin 2) (Fin 2) ℂ)ᴴ * !![1, 1; 0, 0] := by
      ext i j
      fin_cases i <;> fin_cases j <;> simp [Matrix.mul_apply, Fin.sum_univ_succ] <;> norm_num
    rw [hB]
    exact PosDef.add_posSemidef PosDef.one (posSemidef_conjTranspose_mul_self _)
  · ext i
    fin_cases i <;> simp [swap, mulVec, dotProduct, Fin.sum_univ_succ]
  · ext i
    fin_cases i <;> simp [swap, mulVec, dotProduct, Fin.sum_univ_succ]
```

In `indefinite_counterexample` the same matrix `swap` plays the part of \(S\). It is Hermitian with determinant \(-1\), hence invertible and indefinite. Since every overlap matrix has \(c^\dagger Sc=\langle\psi_c|\psi_c\rangle\ge0\), it is not the overlap matrix of any set of functions, and the example tests the algebraic hypothesis only. It is preserved by \(U=\mathrm{diag}(2,\tfrac12)\). The vectors \((1,0)\) and \((0,1)\) have eigenvalues \(2\) and \(\tfrac12\), and the element of \(S\) between them is \(1\). Rule (1) is satisfied because \(\bar ab=1\), yet the eigenvalues do not have modulus one and the \(S\) element does not vanish: a Hermitian invertible \(S\) is not enough.

```lean
/-- The Hermitian matrix `S = [[0, 1], [1, 0]]` of determinant `-1` is left invariant by
`U = diag(2, 1/2)`; `(1, 0)` and `(0, 1)` have `U`-eigenvalues `2` and `1/2`, and the matrix
element of `S` between them is `1`. -/
theorem indefinite_counterexample :
    swap.IsHermitian ∧ swap.det = -1 ∧ Preserves !![2, 0; 0, 2⁻¹] swap ∧
    (!![2, 0; 0, 2⁻¹] : Matrix (Fin 2) (Fin 2) ℂ) *ᵥ ![1, 0] = (2 : ℂ) • ![1, 0] ∧
    (!![2, 0; 0, 2⁻¹] : Matrix (Fin 2) (Fin 2) ℂ) *ᵥ ![0, 1] = (2⁻¹ : ℂ) • ![0, 1] ∧
    form swap ![1, 0] ![0, 1] = 1 := by
  have hU : (!![2, 0; 0, 2⁻¹] : Matrix (Fin 2) (Fin 2) ℂ)ᴴ = !![2, 0; 0, 2⁻¹] := by
    ext i j
    fin_cases i <;> fin_cases j <;> simp
  refine ⟨?_, by simp [swap, det_fin_two], ?_, ?_, ?_, ?_⟩
  · ext i j
    fin_cases i <;> fin_cases j <;> simp [swap]
  · unfold Preserves
    rw [hU]
    ext i j
    fin_cases i <;> fin_cases j <;> simp [swap, Matrix.mul_apply, Fin.sum_univ_succ]
  · ext i
    fin_cases i <;> simp [mulVec, dotProduct, Fin.sum_univ_succ]
  · ext i
    fin_cases i <;> simp [mulVec, dotProduct, Fin.sum_univ_succ]
  · simp [form, swap, mulVec, dotProduct, Fin.sum_univ_succ]

end SymmetryBlocking
```

```lean
#print axioms SymmetryBlocking.symmetry_blocking
#print axioms SymmetryBlocking.block_diagonal
#print axioms SymmetryBlocking.secular_mulVec
#print axioms SymmetryBlocking.indefinite_counterexample
```

```
'SymmetryBlocking.symmetry_blocking' depends on axioms: [propext, Classical.choice, Quot.sound]
'SymmetryBlocking.block_diagonal' depends on axioms: [propext, Classical.choice, Quot.sound]
'SymmetryBlocking.secular_mulVec' depends on axioms: [propext, Classical.choice, Quot.sound]
'SymmetryBlocking.indefinite_counterexample' depends on axioms: [propext, Classical.choice, Quot.sound]
```
